# Loadings at n distinct positive pressures fix the capacities of n Langmuir site classes with known, distinct affinities

## Two site classes and two pressures

Take an adsorbent with two classes of sites, with known affinities K₁ ≠ K₂, both positive, and unknown capacities a₁ and a₂. Suppose that the total loading vanishes at two distinct positive pressures p:

a₁K₁p/(1 + K₁p) + a₂K₂p/(1 + K₂p) = 0.

Multiplying by both denominators and dividing by p gives

a₁K₁(1 + K₂p) + a₂K₂(1 + K₁p) = 0.

The left side is a polynomial in p of degree at most one. It has two distinct roots, so it is zero for every real p, including negative values that no experiment reaches. At p = −1/K₁ the second term disappears and the first becomes

a₁K₁(1 − K₂/K₁) = a₁(K₁ − K₂) = 0.

Since K₁ ≠ K₂, a₁ = 0. The point p = −1/K₂ gives a₂ = 0 in the same way.

For non-negative capacities one zero loading would already settle the matter, because every term is non-negative. Signs matter because a is meant to be the difference of two candidate fits. If both fits reproduce the same two data points, their difference has zero loading there, and the fits coincide.

## Independent sites at one temperature

A Langmuir site holds at most one molecule and does not interact with its neighbours. In equilibrium with an ideal gas at pressure p, its mean occupation is Kp/(1 + Kp). The affinity K is the adsorption equilibrium constant at the chosen temperature, in units of inverse pressure. With n classes of sites the loading is

L(p) = Σ_i a_i K_i p/(1 + K_i p),

where a_i is the saturation loading of class i.

The question is which parameters are determined by exact values of L at finitely many pressures p_m. The answer bears on the reading of multi-site fits to measured or simulated isotherms, within a model of finitely many non-interacting site classes and noise-free data.

## The statements in words

In the Lean file, `langmuir K p` is the occupation and `loading K a p` is L(p). The finite type `ι` labels site classes and `κ` labels pressures. Affinities, capacities and pressures are real-valued functions on these types, and `Function.Injective K` says that the affinities are distinct. Units are left out: all quantities are real numbers. The Langmuir formula is a definition here, not derived from statistical mechanics.

- `capacities_eq_zero`: if the affinities are positive and distinct, the pressures are positive and distinct, there are at least as many pressures as classes, and the loading vanishes at all of them, then `a = 0`.
- `existsUnique_capacities`: if the affinities are positive and distinct, the pressures are positive and distinct, and there are equally many of both, any real values `θ` are reproduced by exactly one set of real capacities.
- `exists_invisible_capacities`: with fewer pressures than classes, some non-zero capacities give zero loading at every pressure.
- `affinities_and_capacities_unique`: let two models have finite affinity sets `S` and `T`, all affinities positive and all capacities non-zero. If they agree at no fewer distinct positive pressures than `S.card + T.card`, they have the same affinities and the same capacities.

The second theorem does not promise non-negative capacities. Data that no physical n-class model could produce are still fitted exactly, with at least one negative a_i. None of the theorems bounds how measurement errors are amplified in the fitted capacities, which can be severe when affinities lie close together.

## Counting roots

Let n ≥ 1; with no classes there is nothing to determine. Define the polynomial

P(x) = Σ_i a_i K_i ∏_{j≠i} (1 + K_j x).

For p > 0 all denominators are positive. Multiplying L(p) by their product cancels one factor in each term and leaves

p P(p) = ∏_j (1 + K_j p) · L(p).

If L(p_m) = 0, then p_m P(p_m) = 0, and p_m > 0 gives P(p_m) = 0. Each product in P has n − 1 linear factors, so P has degree at most n − 1. With at least n distinct roots, P is the zero polynomial.

## Reading off one capacity at its pole

Fix a class i and set x = −1/K_i, so that 1 + K_i x = 0. Every term of P(x) other than the i-th contains this factor and vanishes. What remains is

0 = P(x) = a_i K_i ∏_{l≠i} (1 + K_l x).

If a factor 1 + K_l x were zero, then K_l x = K_i x, and x ≠ 0 would force K_l = K_i, against distinctness. The product is therefore non-zero, as is K_i, so a_i = 0. For n = 1 the product is empty and equal to 1, and the argument still holds.

## One fit with enough pressures, many with too few

For fixed affinities and pressures, the map from capacities (a_i) to loadings (L(p_m)) is linear. With n pressures it maps ℝⁿ to ℝⁿ, and by the result above only a = 0 is sent to zero. It is therefore injective, and an injective linear map between spaces of equal finite dimension is also surjective. Every set of data has exactly one solution.

With r < n pressures the map goes from ℝⁿ to ℝʳ and cannot be injective. Some a ≠ 0 has zero loading at all r pressures, and adding it to any fit gives another fit to the same data. The new fit may have negative capacities, but if those of the first fit are all positive, adding a small enough non-zero multiple of a keeps them positive.

## Unknown affinities

Let one model have affinities k in S with capacities a_k, and another have affinities k in T with capacities b_k. On the union of S and T put

c_k = (a_k if k is in S, otherwise 0) − (b_k if k is in T, otherwise 0).

The loading of this combined model is the difference of the two loadings, so it vanishes wherever they agree. The union has at most |S| + |T| elements, and with that many pressures every c_k is zero.

If k were in S but not in T, then c_k = a_k ≠ 0, a contradiction; the same holds with the roles exchanged. Hence S = T, and c_k = 0 now reads a_k = b_k. Two n-class models are thus told apart by 2n pressures. The capacities must be non-zero because a class with no capacity leaves no trace in the loading, whatever its affinity.

## The point at zero pressure

A measured isotherm often includes the origin, and it is natural to count it among the n data points. It must not be counted: L(0) = 0 for every choice of capacities. In the derivation, the step from p_m P(p_m) = 0 to P(p_m) = 0 fails there. Weakening `0 < p m` to `0 ≤ p m` would make `capacities_eq_zero` false already for one class and the single pressure 0.

## Adding a Henry term

The same argument handles a loading L(p) + hp, where the linear term with coefficient h describes uptake that does not saturate. Clearing denominators now gives p times

P(p) + h ∏_j (1 + K_j p),

which has degree at most n. If the total vanishes at n + 1 distinct positive pressures, this polynomial is zero. At each pole the added product vanishes, so all a_i are zero as before, and then h = 0. This extension is argued here by hand and has no theorem in the file.

## The Lean file

```lean
import Mathlib

open Polynomial

namespace MultiSiteLangmuir

noncomputable section

variable {ι κ : Type*} [Fintype ι]

/-- Fractional occupation of a Langmuir site of affinity `K` at pressure `p`. -/
def langmuir (K p : ℝ) : ℝ := K * p / (1 + K * p)

/-- Total loading at pressure `p` of site classes with affinities `K i` and capacities `a i`. -/
def loading (K a : ι → ℝ) (p : ℝ) : ℝ := ∑ i, a i * langmuir (K i) p

/-- The polynomial in the pressure obtained by clearing the denominators of the loading
and dividing by one factor of the pressure. -/
def numerator [DecidableEq ι] (K a : ι → ℝ) : ℝ[X] :=
  ∑ i, C (a i * K i) * ∏ j ∈ Finset.univ.erase i, (1 + C (K j) * X)

/-- The value of the numerator polynomial at a real point. -/
theorem eval_numerator [DecidableEq ι] (K a : ι → ℝ) (x : ℝ) :
    (numerator K a).eval x =
      ∑ i, a i * K i * ∏ j ∈ Finset.univ.erase i, (1 + K j * x) := by
  simp [numerator, Polynomial.eval_finsetSum, eval_prod]

/-- Away from the poles, the loading times the product of all denominators is the pressure
times the numerator polynomial. -/
theorem clear_denominators [DecidableEq ι] (K a : ι → ℝ) (p : ℝ)
    (h : ∀ i, 1 + K i * p ≠ 0) :
    p * (numerator K a).eval p = (∏ j, (1 + K j * p)) * loading K a p := by
  rw [eval_numerator, loading, Finset.mul_sum, Finset.mul_sum]
  refine Finset.sum_congr rfl fun i _ => ?_
  have hi := h i
  have hc : (1 + K i * p) * langmuir (K i) p = K i * p := by
    unfold langmuir
    field_simp
  have hprod : (1 + K i * p) * ∏ j ∈ Finset.univ.erase i, (1 + K j * p)
      = ∏ j, (1 + K j * p) :=
    Finset.mul_prod_erase Finset.univ (fun j => 1 + K j * p) (Finset.mem_univ i)
  rw [← hprod]
  linear_combination (-(a i) * ∏ j ∈ Finset.univ.erase i, (1 + K j * p)) * hc

/-- With at least one site class, the numerator polynomial has degree below the number of classes.
-/
theorem natDegree_numerator_lt [DecidableEq ι] [Nonempty ι] (K a : ι → ℝ) :
    (numerator K a).natDegree < Fintype.card ι := by
  have hpos : 0 < Fintype.card ι := Fintype.card_pos
  have hle : (numerator K a).natDegree ≤ Fintype.card ι - 1 := by
    unfold numerator
    refine natDegree_sum_le_of_forall_le _ _ fun i _ => ?_
    refine (natDegree_C_mul_le _ _).trans ((natDegree_prod_le _ _).trans ?_)
    have hlin : ∀ j ∈ Finset.univ.erase i, (1 + C (K j) * X : ℝ[X]).natDegree ≤ 1 := by
      intro j _
      compute_degree
    refine (Finset.sum_le_card_nsmul _ _ 1 hlin).trans ?_
    simp [Finset.card_erase_of_mem]
  omega

/-- If the loading of site classes with distinct positive affinities vanishes at no fewer
distinct positive pressures than there are classes, then every capacity is zero. -/
theorem capacities_eq_zero [Fintype κ] {K a : ι → ℝ} {p : κ → ℝ}
    (hK : ∀ i, 0 < K i) (hKinj : Function.Injective K)
    (hp : ∀ m, 0 < p m) (hpinj : Function.Injective p)
    (hcard : Fintype.card ι ≤ Fintype.card κ)
    (h : ∀ m, loading K a (p m) = 0) : a = 0 := by
  classical
  funext i
  have : Nonempty ι := ⟨i⟩
  -- The numerator has more roots than its degree allows.
  have hP : numerator K a = 0 := by
    refine eq_zero_of_natDegree_lt_card_of_eval_eq_zero _ hpinj (fun m => ?_)
      ((natDegree_numerator_lt K a).trans_le hcard)
    have hm := clear_denominators K a (p m)
      (fun j => (add_pos one_pos (mul_pos (hK j) (hp m))).ne')
    rw [h m, mul_zero] at hm
    exact (mul_eq_zero.mp hm).resolve_left (hp m).ne'
  -- At the pole of site `i` only the term of site `i` survives.
  obtain ⟨x, hx⟩ : ∃ x, K i * x = -1 :=
    ⟨-(K i)⁻¹, by rw [mul_neg, mul_inv_cancel₀ (hK i).ne']⟩
  have hx0 : x ≠ 0 := by
    intro h0
    rw [h0] at hx
    norm_num at hx
  have hi0 : 1 + K i * x = 0 := by linarith
  have hz : ∀ j ∈ Finset.univ, j ≠ i →
      a j * K j * ∏ l ∈ Finset.univ.erase j, (1 + K l * x) = 0 := by
    intro j _ hji
    have h0 : ∏ l ∈ Finset.univ.erase j, (1 + K l * x) = 0 :=
      Finset.prod_eq_zero (Finset.mem_erase.mpr ⟨hji.symm, Finset.mem_univ i⟩) hi0
    rw [h0, mul_zero]
  have hev := eval_numerator K a x
  rw [hP, eval_zero, Finset.sum_eq_single i hz (by simp)] at hev
  -- Distinct affinities keep the remaining product away from zero.
  have hne : ∏ l ∈ Finset.univ.erase i, (1 + K l * x) ≠ 0 := by
    refine Finset.prod_ne_zero_iff.mpr fun l hl h0 => ?_
    have hlx : K l * x = K i * x := by linarith
    exact (Finset.mem_erase.mp hl).1 (hKinj (mul_right_cancel₀ hx0 hlx))
  have haK := (mul_eq_zero.mp hev.symm).resolve_right hne
  exact (mul_eq_zero.mp haK).resolve_right (hK i).ne'

/-- The linear map from capacities to the loadings at the pressures `p m`. -/
def loadingMap (K : ι → ℝ) (p : κ → ℝ) : (ι → ℝ) →ₗ[ℝ] (κ → ℝ) where
  toFun a m := loading K a (p m)
  map_add' a b := by
    funext m
    simp [loading, add_mul, Finset.sum_add_distrib]
  map_smul' c a := by
    funext m
    simp [loading, Finset.mul_sum, mul_assoc]

/-- For distinct positive affinities and equally many distinct positive pressures, any
measured loadings `θ` are reproduced by exactly one set of real capacities. -/
theorem existsUnique_capacities {K p : ι → ℝ}
    (hK : ∀ i, 0 < K i) (hKinj : Function.Injective K)
    (hp : ∀ m, 0 < p m) (hpinj : Function.Injective p) (θ : ι → ℝ) :
    ∃! a : ι → ℝ, ∀ m, loading K a (p m) = θ m := by
  have hinj : Function.Injective (loadingMap K p) :=
    (injective_iff_map_eq_zero (loadingMap K p)).mpr fun a ha =>
      capacities_eq_zero hK hKinj hp hpinj le_rfl fun m => congrFun ha m
  obtain ⟨a, ha⟩ := LinearMap.injective_iff_surjective.mp hinj θ
  refine ⟨a, fun m => congrFun ha m, fun b hb => hinj ?_⟩
  rw [ha]
  exact funext hb

/-- With fewer pressures than site classes, some non-zero set of capacities gives zero
loading at every one of the pressures. -/
theorem exists_invisible_capacities [Fintype κ] (K : ι → ℝ) (p : κ → ℝ)
    (hcard : Fintype.card κ < Fintype.card ι) :
    ∃ a : ι → ℝ, a ≠ 0 ∧ ∀ m, loading K a (p m) = 0 := by
  by_contra hcon
  have hinj : Function.Injective (loadingMap K p) := by
    refine (injective_iff_map_eq_zero (loadingMap K p)).mpr fun a ha => ?_
    by_contra hne
    exact hcon ⟨a, hne, fun m => congrFun ha m⟩
  have hle := LinearMap.finrank_le_finrank_of_injective hinj
  rw [Module.finrank_fintype_fun_eq_card, Module.finrank_fintype_fun_eq_card] at hle
  omega

/-- Two multi-site models with positive affinities and non-zero capacities that agree at as many
distinct positive pressures as they have site classes in total have the same affinities and the same
capacities. -/
theorem affinities_and_capacities_unique [Fintype κ] {S T : Finset ℝ} {a b : ℝ → ℝ}
    {p : κ → ℝ} (hS : ∀ k ∈ S, 0 < k) (hT : ∀ k ∈ T, 0 < k)
    (ha : ∀ k ∈ S, a k ≠ 0) (hb : ∀ k ∈ T, b k ≠ 0)
    (hp : ∀ m, 0 < p m) (hpinj : Function.Injective p)
    (hcard : S.card + T.card ≤ Fintype.card κ)
    (h : ∀ m, ∑ k ∈ S, a k * langmuir k (p m) = ∑ k ∈ T, b k * langmuir k (p m)) :
    S = T ∧ ∀ k ∈ S, a k = b k := by
  classical
  -- The difference of the two models is one model on the union of the affinities.
  let c : ℝ → ℝ := fun k => (if k ∈ S then a k else 0) - (if k ∈ T then b k else 0)
  have hmain : (fun k : ↥(S ∪ T) => c k) = 0 := by
    refine capacities_eq_zero (K := fun k : ↥(S ∪ T) => (k : ℝ)) (p := p)
      (fun k => (Finset.mem_union.mp k.2).elim (hS k) (hT k))
      Subtype.val_injective hp hpinj ?_ fun m => ?_
    · rw [Fintype.card_coe]
      exact (Finset.card_union_le S T).trans hcard
    · have hsum : loading (fun k : ↥(S ∪ T) => (k : ℝ)) (fun k => c k) (p m)
          = ∑ k ∈ S ∪ T, c k * langmuir k (p m) :=
        Finset.sum_coe_sort (S ∪ T) (fun k => c k * langmuir k (p m))
      rw [hsum]
      simp only [c, sub_mul, Finset.sum_sub_distrib, ite_mul, zero_mul, Finset.sum_ite_mem,
        Finset.union_inter_cancel_left, Finset.union_inter_cancel_right]
      exact sub_eq_zero.mpr (h m)
  have hc : ∀ k ∈ S ∪ T, (if k ∈ S then a k else 0) - (if k ∈ T then b k else 0) = 0 :=
    fun k hk => congrFun hmain ⟨k, hk⟩
  have hST : S = T := by
    ext k
    constructor
    · intro hk
      by_contra hn
      have h0 := hc k (Finset.mem_union_left _ hk)
      rw [if_pos hk, if_neg hn] at h0
      exact ha k hk (by linarith)
    · intro hk
      by_contra hn
      have h0 := hc k (Finset.mem_union_right _ hk)
      rw [if_neg hn, if_pos hk] at h0
      exact hb k hk (by linarith)
  refine ⟨hST, fun k hk => ?_⟩
  have h0 := hc k (Finset.mem_union_left _ hk)
  rw [if_pos hk, if_pos (hST ▸ hk)] at h0
  linarith

end

end MultiSiteLangmuir
```

```lean
#print axioms MultiSiteLangmuir.existsUnique_capacities
-- 'MultiSiteLangmuir.existsUnique_capacities' depends on axioms: [propext, Classical.choice, Quot.sound]
#print axioms MultiSiteLangmuir.exists_invisible_capacities
-- 'MultiSiteLangmuir.exists_invisible_capacities' depends on axioms: [propext, Classical.choice, Quot.sound]
#print axioms MultiSiteLangmuir.affinities_and_capacities_unique
-- 'MultiSiteLangmuir.affinities_and_capacities_unique' depends on axioms: [propext, Classical.choice, Quot.sound]
```

## How the polynomial argument is carried out

`numerator` is P as a formal polynomial, and `eval_numerator` gives its value at a real point. `clear_denominators` proves the identity between p P(p) and L(p) term by term. Inside it, `hc` is the cancellation of one denominator, and `hprod` splits the full product into that denominator and the remaining factors. After the goal is rewritten with `hprod`, `linear_combination` closes it using `hc`.

`natDegree_numerator_lt` bounds the degree of each linear factor by one, adds the bounds over the n − 1 factors, and concludes that the degree is below n. It assumes at least one class, since `natDegree` is a natural number and so never below zero.

In `capacities_eq_zero`, choosing a class `i` to examine supplies that assumption. The step `hP` is the root count: Mathlib's lemma `eq_zero_of_natDegree_lt_card_of_eval_eq_zero` takes the injective family of pressures as distinct roots. The proof then obtains `x` with `K i * x = -1`. The fact `hz` removes all other terms, `Finset.sum_eq_single` reduces the sum to the i-th one, and `hne` uses distinct affinities to keep the remaining product away from zero. The pole is inserted into the polynomial and never into the loading, whose denominator vanishes there.

## How the linear algebra and the comparison of models are carried out

`loadingMap` packages the loadings as a linear map in the capacities. In `existsUnique_capacities`, injectivity follows from `capacities_eq_zero`, and `LinearMap.injective_iff_surjective` supplies existence. That lemma concerns maps from a space to itself, which is why the pressures are labelled by the same type `ι` as the classes.

`exists_invisible_capacities` argues by contradiction. If no invisible capacities existed, the map would be injective, and the dimension of its domain could not exceed that of its target, against `hcard`. Only linearity is used, so the theorem places no conditions on the affinities or pressures.

In `affinities_and_capacities_unique`, the function `c` is the difference of capacities defined above. The elements of `S ∪ T` serve as the site labels, each being its own affinity, so distinctness is automatic (`Subtype.val_injective`). The `simp only` call splits the sum over the union back into the sums over `S` and `T`, which `h` makes equal. The two inclusions between `S` and `T` are then proved by contradiction, each from a non-zero capacity, and the last lines read off the equality of capacities on `S`. Outside that set the functions `a` and `b` may differ, since those values do not enter either model.
